# The even cat state has mean photon number |α|² tanh |α|²

Count the photons in a superposition of the coherent states |α⟩ and |−α⟩ as if it were a mixture, and the answer is |α|² whatever the relative sign. For the even cat |α⟩ + |−α⟩ with |α|² = 0.5 that is more than twice the true value, 0.231. The error comes from neglecting the overlap of the two states, which enters the squared norm and the unnormalised photon number with opposite signs.

The derivation uses only the eigenvalue equations, the adjoint relation, and the unit norms and overlap of the two states. They live in a complex inner product space E, which need not be complete.

```lean
import Mathlib

open scoped InnerProductSpace ComplexConjugate

namespace EvenCatState

noncomputable section

variable {E : Type*} [NormedAddCommGroup E] [InnerProductSpace ℂ E]
```

Write u for |α⟩, w for |−α⟩ and b for a†. The assumptions are

⟨a x, y⟩ = ⟨x, b y⟩ for all x, y
‖u‖ = ‖w‖ = 1
a u = α u, a w = −α w
⟨u, w⟩ = exp(−2|α|²).

The last line is the overlap of two oscillator coherent states with opposite amplitudes and the standard phases. Here it is assumed, not derived from a Fock expansion, and the commutator [a, b] = 1 is not required. Since `a` and `b` are linear maps on all of E, applying the result to the oscillator requires a domain that contains both coherent states and is mapped into itself by a and a†; supplying it is left to the reader.

```lean
/-- Mutually adjoint operators `a`, `b` and two unit vectors `u`, `w` with `a u = α u`,
`a w = -α w` and overlap `⟨u, w⟩ = exp (-2|α|²)`. -/
structure CoherentPair (a b : E →ₗ[ℂ] E) (α : ℂ) (u w : E) : Prop where
  adjoint : ∀ x y, ⟪a x, y⟫_ℂ = ⟪x, b y⟫_ℂ
  norm_u : ‖u‖ = 1
  norm_w : ‖w‖ = 1
  a_u : a u = α • u
  a_w : a w = (-α) • w
  overlap : ⟪u, w⟫_ℂ = ((Real.exp (-2 * ‖α‖ ^ 2) : ℝ) : ℂ)
```

The cat vectors are not normalised, so the mean of an operator N in a non-zero ψ is

⟨N⟩ = ⟨ψ, Nψ⟩ / ⟨ψ, ψ⟩.

The inner product is conjugate-linear in its first argument.

```lean
/-- The normalized mean `⟨ψ, N ψ⟩ / ⟨ψ, ψ⟩` of an operator `N` in a non-zero vector `ψ`. -/
def meanValue (N : E →ₗ[ℂ] E) (ψ : E) : ℂ := ⟪ψ, N ψ⟫_ℂ / ⟪ψ, ψ⟫_ℂ
```

Applying a flips the relative sign:

a(u + w) = αu − αw = α(u − w)
a(u − w) = αu + αw = α(u + w).

Linearity and the two eigenvalue equations suffice; `module` collects the terms.

```lean
/-- If `a u = α u` and `a w = -α w`, then `a` exchanges `u + w` and `u - w` up to the
factor `α`. -/
theorem annihilate_cat {a : E →ₗ[ℂ] E} {α : ℂ} {u w : E}
    (hu : a u = α • u) (hw : a w = (-α) • w) :
    a (u + w) = α • (u - w) ∧ a (u - w) = α • (u + w) := by
  constructor
  · rw [map_add, hu, hw]; module
  · rw [map_sub, hu, hw]; module
```

The overlap is real, so ⟨w, u⟩ = ⟨u, w⟩, and expanding the squared norms gives

⟨u ± w, u ± w⟩ = 1 + 1 ± 2⟨u, w⟩ = 2(1 ± exp(−2|α|²)).

```lean
/-- For a coherent pair, the squared norms of `u + w` and `u - w` are
`2 (1 + exp (-2|α|²))` and `2 (1 - exp (-2|α|²))`. -/
theorem cat_norms {a b : E →ₗ[ℂ] E} {α : ℂ} {u w : E} (h : CoherentPair a b α u w) :
    ⟪u + w, u + w⟫_ℂ = ((2 * (1 + Real.exp (-2 * ‖α‖ ^ 2)) : ℝ) : ℂ) ∧
    ⟪u - w, u - w⟫_ℂ = ((2 * (1 - Real.exp (-2 * ‖α‖ ^ 2)) : ℝ) : ℂ) := by
  have huu : ⟪u, u⟫_ℂ = 1 := by rw [inner_self_eq_norm_sq_to_K, h.norm_u]; simp
  have hww : ⟪w, w⟫_ℂ = 1 := by rw [inner_self_eq_norm_sq_to_K, h.norm_w]; simp
  -- the overlap is real, hence symmetric
  have hwu : ⟪w, u⟫_ℂ = ((Real.exp (-2 * ‖α‖ ^ 2) : ℝ) : ℂ) := by
    rw [← inner_conj_symm, h.overlap, Complex.conj_ofReal]
  constructor
  · rw [inner_add_left, inner_add_right, inner_add_right, huu, hww, h.overlap, hwu]
    push_cast; ring
  · rw [inner_sub_left, inner_sub_right, inner_sub_right, huu, hww, h.overlap, hwu]
    push_cast; ring
```

Now let aψ = αφ, with squared norms p = ⟨ψ, ψ⟩ and q = ⟨φ, φ⟩. Moving b to the other side of the inner product,

⟨ψ, b a ψ⟩ = ⟨aψ, aψ⟩ = |α|² q,

so the mean of ba is |α|² q/p. In the code `b ∘ₗ a` is the product ba, and rewriting with `← hadj` is the move across the inner product.

```lean
/-- If `a` and `b` are mutually adjoint and `a ψ = α φ`, the normalized mean of `b a` in `ψ`
is `|α|²` times the ratio `q / p` of the squared norms of `φ` and of `ψ`, for `p ≠ 0`. -/
theorem number_mean {a b : E →ₗ[ℂ] E} {α : ℂ} {ψ φ : E} {p q : ℝ}
    (hadj : ∀ x y, ⟪a x, y⟫_ℂ = ⟪x, b y⟫_ℂ) (ha : a ψ = α • φ)
    (hp : ⟪ψ, ψ⟫_ℂ = (p : ℂ)) (hq : ⟪φ, φ⟫_ℂ = (q : ℂ)) :
    meanValue (b ∘ₗ a) ψ = ((‖α‖ ^ 2 * (q / p) : ℝ) : ℂ) := by
  have hα : conj α * α = ((‖α‖ ^ 2 : ℝ) : ℂ) := by
    rw [mul_comm, Complex.mul_conj, Complex.normSq_eq_norm_sq]
  rw [meanValue, LinearMap.comp_apply, ← hadj, ha, inner_smul_left, inner_smul_right,
    hp, hq, ← mul_assoc, hα]
  push_cast
  ring
```

For the cats, q/p is a hyperbolic tangent or its reciprocal. Multiplying numerator and denominator by e⁻ˣ,

tanh x = (eˣ − e⁻ˣ)/(eˣ + e⁻ˣ) = (1 − e⁻²ˣ)/(1 + e⁻²ˣ).

For x > 0 we have 0 < e⁻²ˣ < 1, hence 0 < tanh x < 1.

```lean
/-- The hyperbolic tangent in terms of the overlap factor `exp (-2x)`; for `x > 0` it lies
strictly between zero and one. -/
theorem tanh_overlap (x : ℝ) :
    Real.tanh x = (1 - Real.exp (-2 * x)) / (1 + Real.exp (-2 * x)) ∧
    (0 < x → 0 < Real.tanh x ∧ Real.tanh x < 1) := by
  have he := Real.exp_pos (-2 * x)
  have key : Real.tanh x = (1 - Real.exp (-2 * x)) / (1 + Real.exp (-2 * x)) := by
    have h1 : Real.exp x * Real.exp (-x) = 1 := by rw [← Real.exp_add]; simp
    have h2 : Real.exp (-2 * x) = Real.exp (-x) * Real.exp (-x) := by
      rw [← Real.exp_add]; congr 1; ring
    have hc : Real.cosh x ≠ 0 := (Real.cosh_pos x).ne'
    rw [Real.tanh_eq_sinh_div_cosh, div_eq_div_iff hc (by linarith), h2,
      Real.sinh_eq, Real.cosh_eq]
    linear_combination Real.exp (-x) * h1
  refine ⟨key, fun hx => ?_⟩
  have h1 : Real.exp (-2 * x) < 1 := Real.exp_lt_one_iff.2 (by linarith)
  rw [key]
  exact ⟨div_pos (by linarith) (by linarith), (div_lt_one (by linarith)).2 (by linarith)⟩
```

For the even cat take ψ = u + w and φ = u − w. The factors of 2 cancel, and with x = |α|²

⟨ba⟩ = |α|² (1 − e⁻²ˣ)/(1 + e⁻²ˣ) = |α|² tanh |α|².

Two sign flips give a²(u + w) = α²(u + w). The vector is non-zero because its squared norm is positive, also at α = 0.

```lean
/-- Even cat state: for a coherent pair, `u + w` is a non-zero eigenvector of `a²` with
eigenvalue `α²`, and its normalized mean of `b a` is `|α|² tanh |α|²`. -/
theorem even_cat {a b : E →ₗ[ℂ] E} {α : ℂ} {u w : E} (h : CoherentPair a b α u w) :
    u + w ≠ 0 ∧ a (a (u + w)) = α ^ 2 • (u + w) ∧
    meanValue (b ∘ₗ a) (u + w) = ((‖α‖ ^ 2 * Real.tanh (‖α‖ ^ 2) : ℝ) : ℂ) := by
  obtain ⟨h1, h2⟩ := annihilate_cat h.a_u h.a_w
  obtain ⟨n1, n2⟩ := cat_norms h
  refine ⟨fun h0 => ?_, ?_, ?_⟩
  · rw [h0, inner_zero_left] at n1
    have h3 := congrArg Complex.re n1
    rw [Complex.zero_re, Complex.ofReal_re] at h3
    linarith [Real.exp_pos (-2 * ‖α‖ ^ 2)]
  · rw [h1, map_smul, h2, smul_smul, sq]
  · rw [number_mean h.adjoint h1 n1 n2, mul_div_mul_left _ _ (by norm_num : (2 : ℝ) ≠ 0),
      (tanh_overlap _).1]
```

For the odd cat ψ and φ trade places and the ratio inverts:

⟨ba⟩ = |α|² / tanh |α|².

Here α ≠ 0 is required, since at α = 0 the overlap is 1 and u − w vanishes.

```lean
/-- Odd cat state: for a coherent pair with `α ≠ 0`, `u - w` is a non-zero eigenvector of `a²`
with eigenvalue `α²`, and its normalized mean of `b a` is `|α|² / tanh |α|²`. -/
theorem odd_cat {a b : E →ₗ[ℂ] E} {α : ℂ} {u w : E} (h : CoherentPair a b α u w)
    (hα : α ≠ 0) :
    u - w ≠ 0 ∧ a (a (u - w)) = α ^ 2 • (u - w) ∧
    meanValue (b ∘ₗ a) (u - w) = ((‖α‖ ^ 2 / Real.tanh (‖α‖ ^ 2) : ℝ) : ℂ) := by
  obtain ⟨h1, h2⟩ := annihilate_cat h.a_u h.a_w
  obtain ⟨n1, n2⟩ := cat_norms h
  have hx : 0 < ‖α‖ ^ 2 := pow_pos (norm_pos_iff.mpr hα) 2
  refine ⟨fun h0 => ?_, ?_, ?_⟩
  · rw [h0, inner_zero_left] at n2
    have h3 := congrArg Complex.re n2
    rw [Complex.zero_re, Complex.ofReal_re] at h3
    have h4 : Real.exp (-2 * ‖α‖ ^ 2) < 1 := Real.exp_lt_one_iff.2 (by linarith)
    linarith
  · rw [h2, map_smul, h1, smul_smul, sq]
  · rw [number_mean h.adjoint h2 n2 n1, mul_div_mul_left _ _ (by norm_num : (2 : ℝ) ≠ 0),
      (tanh_overlap _).1, div_div_eq_mul_div, mul_div_assoc]
```

With x = |α|² > 0 and t = tanh x between 0 and 1,

x t < x < x/t,

so the mixture value lies strictly between the two cats. The means are complex numbers in Lean, hence the real parts `.re`.

```lean
/-- For a coherent pair with `α ≠ 0`, the mean of `b a` is below `|α|²` in the even cat state
and above `|α|²` in the odd one. -/
theorem even_lt_odd {a b : E →ₗ[ℂ] E} {α : ℂ} {u w : E} (h : CoherentPair a b α u w)
    (hα : α ≠ 0) :
    (meanValue (b ∘ₗ a) (u + w)).re < ‖α‖ ^ 2 ∧
    ‖α‖ ^ 2 < (meanValue (b ∘ₗ a) (u - w)).re := by
  have hx : 0 < ‖α‖ ^ 2 := pow_pos (norm_pos_iff.mpr hα) 2
  obtain ⟨t0, t1⟩ := (tanh_overlap (‖α‖ ^ 2)).2 hx
  have hm := mul_pos hx (sub_pos.2 t1)
  rw [(even_cat h).2.2, (odd_cat h hα).2.2, Complex.ofReal_re, Complex.ofReal_re,
    lt_div_iff₀ t0]
  constructor <;> linarith
```

The pair a², b² is again mutually adjoint, and u + w is an eigenvector of a². The ratio formula therefore applies with φ = ψ:

⟨b²a²⟩ = |α²|² = |α|⁴.

For α ≠ 0 this exceeds ⟨ba⟩² = |α|⁴ tanh² |α|², which for an oscillator mode means super-Poissonian photon statistics, or bunching in the zero-delay sense ⟨b²a²⟩/⟨ba⟩² > 1.

```lean
/-- In the even cat state of a coherent pair the mean of `b² a²` is `|α|⁴`; for `α ≠ 0` this
exceeds the square of the mean of `b a`. -/
theorem even_cat_bunching {a b : E →ₗ[ℂ] E} {α : ℂ} {u w : E}
    (h : CoherentPair a b α u w) :
    meanValue ((b ∘ₗ b) ∘ₗ (a ∘ₗ a)) (u + w) = ((‖α‖ ^ 4 : ℝ) : ℂ) ∧
    (α ≠ 0 → (meanValue (b ∘ₗ a) (u + w)).re ^ 2 < ‖α‖ ^ 4) := by
  constructor
  · -- `a²` and `b²` are again mutually adjoint, and `u + w` is an eigenvector of `a²`
    have hadj : ∀ x y, ⟪(a ∘ₗ a) x, y⟫_ℂ = ⟪x, (b ∘ₗ b) y⟫_ℂ := fun x y => by
      rw [LinearMap.comp_apply, LinearMap.comp_apply, h.adjoint, h.adjoint]
    have heig : (a ∘ₗ a) (u + w) = α ^ 2 • (u + w) := (even_cat h).2.1
    have hp : 2 * (1 + Real.exp (-2 * ‖α‖ ^ 2)) ≠ 0 := by positivity
    have h4 : ‖α ^ 2‖ ^ 2 = ‖α‖ ^ 4 := by rw [norm_pow]; ring
    rw [number_mean hadj heig (cat_norms h).1 (cat_norms h).1, div_self hp, mul_one, h4]
  · intro hα
    have hx : 0 < ‖α‖ ^ 2 := pow_pos (norm_pos_iff.mpr hα) 2
    have hlt := (even_lt_odd h hα).1
    have t0 := ((tanh_overlap (‖α‖ ^ 2)).2 hx).1
    rw [(even_cat h).2.2, Complex.ofReal_re] at hlt ⊢
    have h4 : ‖α‖ ^ 4 = (‖α‖ ^ 2) ^ 2 := by ring
    rw [h4]
    exact pow_lt_pow_left₀ hlt (mul_pos hx t0).le two_ne_zero
```

A 2×2 example can be worked through by hand. Take r = √(log(5/3)/2) ≈ 0.505 and

a = r · [[1, −3/2], [0, −1]], u = (1, 0), w = (3/5, 4/5).

```lean
/-- The operator on `ℂ²` with matrix rows `(p, q)` and `(r, s)`. -/
def twoLevel (p q r s : ℂ) : EuclideanSpace ℂ (Fin 2) →ₗ[ℂ] EuclideanSpace ℂ (Fin 2) where
  toFun x := !₂[p * x 0 + q * x 1, r * x 0 + s * x 1]
  map_add' x y := by ext i; fin_cases i <;> simp <;> ring
  map_smul' c x := by ext i; fin_cases i <;> simp <;> ring
```

Then u + w = (8/5, 4/5) has squared norm 16/5, and u − w = (2/5, −4/5) has 4/5. Their ratio is 1/4, so with r² ≈ 0.2554 the even mean is r²/4 ≈ 0.064 and the odd mean 4r² ≈ 1.022. These matrices satisfy every assumption, although they are not oscillator operators. The check confirms the adjoint, norms, eigenvalues and overlap exp(−2r²) = 3/5.

```lean
/-- An explicit coherent pair on `ℂ²`, with `α = √(log (5/3) / 2)` and overlap `3/5`. -/
theorem coherentPair_witness (r : ℝ) (hr : r = √(Real.log (5 / 3) / 2)) :
    CoherentPair (twoLevel r (-3 / 2 * r) 0 (-r)) (twoLevel r 0 (-3 / 2 * r) (-r))
      (r : ℂ) !₂[1, 0] !₂[3 / 5, 4 / 5] where
  adjoint x y := by
    have h2 : conj (2 : ℂ) = 2 := Complex.ext (by simp) (by simp)
    have h3 : conj (3 : ℂ) = 3 := Complex.ext (by simp) (by simp)
    simp [PiLp.inner_apply, Fin.sum_univ_two, twoLevel]
    rw [h2, h3]
    ring
  norm_u := by
    rw [EuclideanSpace.norm_eq, Real.sqrt_eq_one, Fin.sum_univ_two]
    norm_num
  norm_w := by
    rw [EuclideanSpace.norm_eq, Real.sqrt_eq_one, Fin.sum_univ_two]
    norm_num
  a_u := by ext i; fin_cases i <;> simp [twoLevel]
  a_w := by
    ext i
    fin_cases i <;> simp [twoLevel]
    ring
  overlap := by
    have hl : 0 ≤ Real.log (5 / 3) / 2 :=
      div_nonneg (Real.log_nonneg (by norm_num)) (by norm_num)
    have he : Real.exp (-2 * ‖(r : ℂ)‖ ^ 2) = 3 / 5 := by
      rw [Complex.norm_real, Real.norm_eq_abs, sq_abs, hr, Real.sq_sqrt hl,
        show -2 * (Real.log (5 / 3) / 2) = -Real.log (5 / 3) by ring,
        Real.exp_neg, Real.exp_log (by norm_num)]
      norm_num
    rw [he]
    simp [PiLp.inner_apply, Fin.sum_univ_two]

end

end EvenCatState
```

```lean
#print axioms EvenCatState.even_cat
-- 'EvenCatState.even_cat' depends on axioms: [propext, Classical.choice, Quot.sound]
#print axioms EvenCatState.even_cat_bunching
-- 'EvenCatState.even_cat_bunching' depends on axioms: [propext, Classical.choice, Quot.sound]
```

In a quantum-trajectory simulation of a single mode losing photons at rate κ, the jump probability in a short step dt is κ dt ⟨a†a⟩. For an even cat with current amplitude α this is κ dt |α|² tanh |α|². The jump applies a and leaves the odd cat, for which the jump probability in a step dt is κ dt |α|² / tanh |α|², again with the amplitude at that time.
